# The normalised Slater determinant of orthonormal orbitals on a finite set has one-particle density matrix \(\sum_j \varphi_j\varphi_j^*\)

## Orbitals, determinants and overlaps

Let \(X\) be a finite set of one-particle positions. Its elements may be lattice sites, or pairs of a site and a spin value. An orbital is a function \(X\to\mathbb C\), written `X → ℂ` in Lean. The number of particles will be \(N+1\) with \(N\ge 0\), so that one particle can be singled out and \(N\) remain. Particles and orbitals are numbered from \(0\), as in Lean's `Fin (N + 1)`.

```lean
import Mathlib

open scoped ComplexConjugate Matrix

namespace SlaterDensityMatrix

noncomputable section

variable {X : Type*} [Fintype X] {N : ℕ}
```

For \(n\) orbitals \(\varphi_0,\dots,\varphi_{n-1}\) and a configuration \(x=(x_0,\dots,x_{n-1})\), the unnormalised determinant is

\[
\Psi_\varphi(x)=\det\big[\varphi_j(x_i)\big]_{j,i},
\]

with orbitals labelling rows and particles labelling columns.

```lean
/-- The unnormalised Slater determinant `det φ_j(x_i)` of `n` orbitals at the points `x`. -/
def slater {n : ℕ} (φ : Fin n → X → ℂ) (x : Fin n → X) : ℂ :=
  Matrix.det (Matrix.of fun j i => φ j (x i))
```

The overlap is conjugate-linear in its first slot, and every point has weight one:

\[
\langle u,v\rangle=\sum_{y\in X}\overline{u(y)}\,v(y).
\]

A quadrature grid with positive weights fits this definition if the square roots of the weights are absorbed into the orbitals.

```lean
/-- The overlap `⟨u, v⟩` of two orbitals on a finite set of points. -/
def overlap (u v : X → ℂ) : ℂ := ∑ y, conj (u y) * v y
```

Two families are biorthonormal if \(\langle\chi_i,\varphi_j\rangle=\delta_{ij}\). For a non-Hermitian one-particle matrix \(M\) with distinct eigenvalues \(\lambda_j\), the right eigenvectors \(\varphi_j\) and the left eigenvectors \(\chi_j\), defined by \(\chi_j^\dagger M=\lambda_j\chi_j^\dagger\), form such a pair once they are suitably scaled. In `Biorthonormal χ φ` the conjugated family comes first, and `Biorthonormal φ φ` says that \(\varphi\) is orthonormal.

```lean
/-- Two families of orbitals are biorthonormal if `⟨χ_i, φ_j⟩ = δ_ij`; a family is orthonormal
if it is biorthonormal to itself. -/
def Biorthonormal {n : ℕ} (χ φ : Fin n → X → ℂ) : Prop :=
  ∀ i j, overlap (χ i) (φ j) = if i = j then 1 else 0
```

The normalised determinant is \(\Psi_\varphi/\sqrt{n!}\). The definition only divides by this number; that the result has norm one for orthonormal orbitals will follow from the trace computed below.

```lean
/-- The determinant divided by the square root of `n!`. -/
def slaterState {n : ℕ} (φ : Fin n → X → ℂ) (x : Fin n → X) : ℂ :=
  slater φ x / ((√(n.factorial : ℝ) : ℝ) : ℂ)
```

For a wavefunction \(\Psi\) of \(N+1\) particles, write \(\Psi(y,x)\) for its value when particle \(0\) is at \(y\) and particle \(i+1\) is at \(x_i\), for \(i=0,\dots,N-1\). Lean builds this configuration as `Fin.cons y x`. The one-particle density matrix is

\[
\gamma(y,z)=(N+1)\sum_{x\in X^N}\Psi(y,x)\,\overline{\Psi(z,x)} .
\]

The factor \(N+1\) counts the particles, which contribute equally when \(\Psi\) is antisymmetric. The Lean definition accepts any function \(\Psi\) and always singles out particle \(0\).

```lean
/-- The one-particle density matrix of an `(N+1)`-particle wavefunction: `N+1` times the sum of
`Ψ(y,x) conj Ψ(z,x)` over the positions `x` of the other `N` particles. -/
def oneDensity (Ψ : (Fin (N + 1) → X) → ℂ) : Matrix X X ℂ :=
  Matrix.of fun y z => ((N : ℂ) + 1) *
    ∑ x : Fin N → X, Ψ (Fin.cons y x) * conj (Ψ (Fin.cons z x))
```

Finally, the orbitals are collected as the columns of a matrix \(A\) with entries \(A_{yj}=\varphi_j(y)\).

```lean
/-- The matrix whose columns are the orbitals. -/
def orbitalMatrix {n : ℕ} (φ : Fin n → X → ℂ) : Matrix X (Fin n) ℂ :=
  Matrix.of fun y j => φ j y
```

## Splitting off the first particle

The Leibniz formula writes the determinant as a sum over permutations \(\sigma\) of \(\{0,\dots,N\}\), where \(\sigma(i)\) is the orbital occupied by particle \(i\). Separating the factor of particle \(0\) gives

\[
\Psi_\varphi(y,x)=\sum_\sigma \operatorname{sgn}(\sigma)\,\varphi_{\sigma(0)}(y)\prod_{i=0}^{N-1}\varphi_{\sigma(i+1)}(x_i).
\]

In Lean, \(i+1\) is `i.succ`. The lemma `Matrix.det_apply'` supplies the expansion and `Fin.prod_univ_succ` detaches the first factor.

```lean
omit [Fintype X] in
/-- The determinant as a signed sum of orbital products, with the first particle split off. -/
theorem slater_cons (φ : Fin (N + 1) → X → ℂ) (y : X) (x : Fin N → X) :
    slater φ (Fin.cons y x) = ∑ σ : Equiv.Perm (Fin (N + 1)),
      ((Equiv.Perm.sign σ : ℤ) : ℂ) * (φ (σ 0) y * ∏ i : Fin N, φ (σ i.succ) (x i)) := by
  simp [slater, Matrix.det_apply', Fin.prod_univ_succ]
```

## Permutations that agree on the last N places

Suppose \(\tau(i+1)=\sigma(i+1)\) for all \(i=0,\dots,N-1\). Then \(\tau=\sigma\), since only one orbital label is left for place \(0\).

In detail, let \(k=\sigma^{-1}(\tau(0))\), so that \(\sigma(k)=\tau(0)\). If \(k=0\), the two permutations also agree at place \(0\). If \(k=i+1\) for some \(i\), then \(\tau(0)=\sigma(i+1)=\tau(i+1)\), which contradicts the injectivity of \(\tau\). The `by_cases` in the proof makes this distinction.

```lean
/-- Two permutations that agree on all places except possibly the first are equal. -/
theorem perm_eq_of_succ {σ τ : Equiv.Perm (Fin (N + 1))}
    (h : ∀ i : Fin N, τ i.succ = σ i.succ) : τ = σ := by
  have h0 : τ 0 = σ 0 := by
    have h1 := σ.apply_symm_apply (τ 0)
    by_cases hk : σ.symm (τ 0) = 0
    · rw [hk] at h1
      exact h1.symm
    · obtain ⟨i, hi⟩ := Fin.exists_succ_eq.mpr hk
      rw [← hi, ← h i] at h1
      exact absurd (τ.injective h1) (Fin.succ_ne_zero i)
  refine Equiv.ext fun i => ?_
  induction i using Fin.cases with
  | zero => exact h0
  | succ i => exact h i
```

## Summing over the other particles

Take one orbital product from each determinant and sum over the positions of particles \(1,\dots,N\). Each position occurs in one factor of each product, so the sum factorises:

\[
\sum_{x\in X^N}\prod_{i=0}^{N-1}\varphi_{\sigma(i+1)}(x_i)\;\overline{\prod_{i=0}^{N-1}\chi_{\tau(i+1)}(x_i)}
=\prod_{i=0}^{N-1}\langle\chi_{\tau(i+1)},\varphi_{\sigma(i+1)}\rangle .
\]

By biorthonormality every factor is \(0\) or \(1\). If \(\tau=\sigma\), all of them are \(1\). If \(\tau\neq\sigma\), the previous step provides an \(i\) with \(\tau(i+1)\ne\sigma(i+1)\), and that factor is \(0\). The sum is therefore \(\delta_{\tau\sigma}\). For \(N=0\) the product is empty and there is only one permutation, so the value is \(1\).

The first `calc` step is the factorisation, through `Finset.prod_univ_sum`. The second splits into the cases \(\tau=\sigma\) and \(\tau\neq\sigma\).

```lean
/-- For biorthonormal families, an orbital product of `φ` times the conjugate of an orbital product
of `χ`, summed over the positions of all particles but the first, gives one if the two permutations
are equal and zero otherwise. -/
theorem sum_orbital_products {φ χ : Fin (N + 1) → X → ℂ} (h : Biorthonormal χ φ)
    (σ τ : Equiv.Perm (Fin (N + 1))) :
    ∑ x : Fin N → X, (∏ i : Fin N, φ (σ i.succ) (x i)) * conj (∏ i : Fin N, χ (τ i.succ) (x i))
      = if τ = σ then 1 else 0 := by
  calc _ = ∏ i : Fin N, overlap (χ (τ i.succ)) (φ (σ i.succ)) := by
        simp only [overlap, Finset.prod_univ_sum, Fintype.piFinset_univ, map_prod,
          ← Finset.prod_mul_distrib]
        exact Finset.sum_congr rfl fun x _ => Finset.prod_congr rfl fun i _ => mul_comm _ _
    _ = _ := by
        split_ifs with hst
        · subst hst
          exact Finset.prod_eq_one fun i _ => by rw [h _ _, if_pos rfl]
        · -- distinct permutations differ at a place that is summed over
          obtain ⟨i, hi⟩ : ∃ i : Fin N, τ i.succ ≠ σ i.succ := by
            by_contra hc
            exact hst (perm_eq_of_succ fun i => not_not.mp fun hi => hc ⟨i, hi⟩)
          exact Finset.prod_eq_zero (Finset.mem_univ i) (by rw [h _ _, if_neg hi])
```

## Each orbital comes first in N! permutations

Once \(\sigma(0)=j\) is fixed, the remaining \(N\) labels can be arranged in \(N!\) ways. Hence, for any numbers \(f_0,\dots,f_N\),

\[
\sum_\sigma f_{\sigma(0)}=N!\sum_{j=0}^{N}f_j .
\]

Lean uses the bijection `Equiv.Perm.decomposeFin` between permutations of \(N+1\) objects and pairs consisting of the image of \(0\) and a permutation of \(N\) objects. The summand depends only on the first member of the pair.

```lean
/-- The sum of `f (σ 0)` over all permutations `σ` of `N+1` labels is `N!` times the sum of `f` over
the labels. -/
theorem sum_perm_first (f : Fin (N + 1) → ℂ) :
    ∑ σ : Equiv.Perm (Fin (N + 1)), f (σ 0) = (N.factorial : ℂ) * ∑ j, f j := by
  rw [← Equiv.sum_comp Equiv.Perm.decomposeFin.symm (fun σ => f (σ 0)), Fintype.sum_prod_type]
  simp [Fintype.card_perm, Finset.mul_sum]
```

## The transition density matrix

Now insert the expansion of both determinants and carry out the sum over \(x\):

\[
\begin{aligned}
\sum_{x}\Psi_\varphi(y,x)\overline{\Psi_\chi(z,x)}
&=\sum_{\sigma,\tau}\operatorname{sgn}(\sigma)\operatorname{sgn}(\tau)\,\varphi_{\sigma(0)}(y)\overline{\chi_{\tau(0)}(z)}\;\delta_{\tau\sigma}\\
&=\sum_\sigma\varphi_{\sigma(0)}(y)\overline{\chi_{\sigma(0)}(z)}
=N!\sum_{j=0}^{N}\varphi_j(y)\overline{\chi_j(z)} .
\end{aligned}
\]

The signs disappear because \(\operatorname{sgn}(\sigma)^2=1\).

The theorem `transition_density` states this for all points \(y,z\), under the single hypothesis `Biorthonormal χ φ`. Neither family has to be orthonormal by itself. The hypothesis does fix the overlap of the two determinants: after each is divided by \(\sqrt{(N+1)!}\), it equals one. Transitions between orthogonal determinants, for example from a determinant of orthonormal orbitals to one in which an occupied orbital is replaced by an unoccupied one, are therefore not covered. With \(\chi=\varphi\) the theorem becomes the formula for orthonormal orbitals,

\[
\sum_x\Psi_\varphi(y,x)\overline{\Psi_\varphi(z,x)}=N!\sum_j\varphi_j(y)\overline{\varphi_j(z)} .
\]

If both determinants are divided by \(\sqrt{(N+1)!}\) and the sum is multiplied by \(N+1\), the prefactor \(N!\) becomes \(1\).

The `calc` block has the same three stages. The first expands the determinants and moves the sum over \(x\) inside the sums over permutations. The second keeps only \(\tau=\sigma\), by `Finset.sum_eq_single`, with `hs` recording that the sign squares to one. The third is the count of permutations.

```lean
/-- For biorthonormal families `χ` and `φ`, the unnormalised determinant of `φ` at `(y,x)` times the
conjugate of that of `χ` at `(z,x)`, summed over the positions `x` of all particles but the first,
gives `N! ∑_j φ_j(y) conj χ_j(z)`. -/
theorem transition_density {φ χ : Fin (N + 1) → X → ℂ} (h : Biorthonormal χ φ) (y z : X) :
    ∑ x : Fin N → X, slater φ (Fin.cons y x) * conj (slater χ (Fin.cons z x))
      = (N.factorial : ℂ) * ∑ j, φ j y * conj (χ j z) := by
  calc _ = ∑ σ : Equiv.Perm (Fin (N + 1)), ∑ τ : Equiv.Perm (Fin (N + 1)),
        ((Equiv.Perm.sign σ : ℤ) : ℂ) * ((Equiv.Perm.sign τ : ℤ) : ℂ) *
          (φ (σ 0) y * conj (χ (τ 0) z)) *
          ∑ x : Fin N → X, (∏ i : Fin N, φ (σ i.succ) (x i)) *
            conj (∏ i : Fin N, χ (τ i.succ) (x i)) := by
        simp only [slater_cons, map_sum, Finset.sum_mul_sum]
        rw [Finset.sum_comm]
        refine Finset.sum_congr rfl fun σ _ => ?_
        rw [Finset.sum_comm]
        refine Finset.sum_congr rfl fun τ _ => ?_
        rw [Finset.mul_sum]
        refine Finset.sum_congr rfl fun x _ => ?_
        simp only [map_mul, map_intCast]
        ring
    _ = ∑ σ : Equiv.Perm (Fin (N + 1)), φ (σ 0) y * conj (χ (σ 0) z) := by
        refine Finset.sum_congr rfl fun σ _ => ?_
        -- only equal permutations survive, and their signs square to one
        have hs : ((Equiv.Perm.sign σ : ℤ) : ℂ) * ((Equiv.Perm.sign σ : ℤ) : ℂ) = 1 := by
          rcases Int.units_eq_one_or (Equiv.Perm.sign σ) with h | h <;> simp [h]
        rw [Finset.sum_eq_single σ
          (fun τ _ hτ => by rw [sum_orbital_products h, if_neg hτ, mul_zero]) (by simp),
          sum_orbital_products h, if_pos rfl, mul_one, hs, one_mul]
    _ = _ := sum_perm_first fun j => φ j y * conj (χ j z)
```

## The density matrix of the normalised determinant

For orthonormal orbitals, the two normalisation factors together give \(1/(N+1)!\), so

\[
\gamma(y,z)=\frac{N+1}{(N+1)!}\,N!\sum_{j=0}^{N}\varphi_j(y)\overline{\varphi_j(z)}
=\sum_{j=0}^{N}\varphi_j(y)\overline{\varphi_j(z)} .
\]

On the diagonal this is the density \(\gamma(y,y)=\sum_j|\varphi_j(y)|^2\). For a single particle, \(N=0\), it reduces to \(\gamma(y,z)=\varphi_0(y)\overline{\varphi_0(z)}\).

In the proof, `hs` squares the square root of the factorial and `hx` applies this to a product of two normalised determinants. After `transition_density` has been used, `field_simp` cancels the factorials.

```lean
/-- For orthonormal orbitals, the normalised determinant of `N+1` particles has the one-particle
density matrix `∑_j φ_j(y) conj φ_j(z)`. -/
theorem oneDensity_slaterState {φ : Fin (N + 1) → X → ℂ} (h : Biorthonormal φ φ) (y z : X) :
    oneDensity (slaterState φ) y z = ∑ j, φ j y * conj (φ j z) := by
  have hs : ((√((N + 1).factorial : ℝ) : ℝ) : ℂ) * ((√((N + 1).factorial : ℝ) : ℝ) : ℂ)
      = ((N + 1).factorial : ℂ) := by
    rw [← Complex.ofReal_mul, Real.mul_self_sqrt (Nat.cast_nonneg _), Complex.ofReal_natCast]
  have hx : ∀ a b : Fin (N + 1) → X, slaterState φ a * conj (slaterState φ b)
      = slater φ a * conj (slater φ b) / ((N + 1).factorial : ℂ) := fun a b => by
    rw [slaterState, slaterState, map_div₀, Complex.conj_ofReal, div_mul_div_comm, hs]
  have h1 : (N.factorial : ℂ) ≠ 0 := Nat.cast_ne_zero.mpr N.factorial_ne_zero
  have h2 : (N : ℂ) + 1 ≠ 0 := Nat.cast_add_one_ne_zero N
  simp only [oneDensity, Matrix.of_apply, hx]
  rw [← Finset.sum_div, transition_density h, Nat.factorial_succ]
  push_cast
  field_simp
```

## Orthonormality and density in matrix form

The entries of the two products of \(A\) with its adjoint are

\[
(A^\dagger A)_{ij}=\sum_y\overline{\varphi_i(y)}\varphi_j(y)=\langle\varphi_i,\varphi_j\rangle=\delta_{ij},
\qquad
(AA^\dagger)_{yz}=\sum_j\varphi_j(y)\overline{\varphi_j(z)}=\gamma(y,z).
\]

Thus \(A^\dagger A=1\), the identity on the \(N+1\) orbital labels, and \(\gamma=AA^\dagger\), a matrix on the points of \(X\). Lean writes the adjoint as `ᴴ` and compares the matrices entry by entry.

```lean
/-- For orthonormal orbitals, the adjoint of the orbital matrix times the orbital matrix is the
identity, and the one-particle density matrix of the normalised determinant is the orbital matrix
times its adjoint. -/
theorem orbitalMatrix_relations {φ : Fin (N + 1) → X → ℂ} (h : Biorthonormal φ φ) :
    (orbitalMatrix φ)ᴴ * orbitalMatrix φ = 1 ∧
      oneDensity (slaterState φ) = orbitalMatrix φ * (orbitalMatrix φ)ᴴ := by
  constructor
  · ext i j
    rw [Matrix.one_apply, ← h i j]
    rfl
  · ext y z
    rw [oneDensity_slaterState h]
    rfl
```

## Idempotency and particle number

Both properties follow from these relations:

\[
\gamma^2=A(A^\dagger A)A^\dagger=AA^\dagger=\gamma,
\qquad
\operatorname{tr}\gamma=\operatorname{tr}(AA^\dagger)=\operatorname{tr}(A^\dagger A)=N+1 .
\]

By the definition of \(\gamma\), its trace is \(N+1\) times the sum of \(|\Psi|^2\) over all configurations. The value \(N+1\) therefore says that the determinant divided by \(\sqrt{(N+1)!}\) has norm one.

Since \(\gamma=AA^\dagger\) is also Hermitian, it is the orthogonal projector onto the space spanned by the occupied orbitals. Hartree–Fock theory in a finite orthonormal basis of spin orbitals works with density matrices of this kind; in the restricted closed-shell case, the matrix summed over spin is twice a projector. The result concerns one determinant with given orthonormal orbitals, and says nothing about how the orbitals are found or about superpositions of determinants. Orbitals on continuous space would need integrals in place of the finite sums.

The Lean proof rewrites \(\gamma\) as \(AA^\dagger\), regroups the fourfold product to expose \(A^\dagger A\), and uses `Matrix.trace_mul_comm` for the trace.

```lean
/-- For orthonormal orbitals, the one-particle density matrix of the normalised determinant is
idempotent and its trace is the number of particles. -/
theorem oneDensity_idempotent_trace {φ : Fin (N + 1) → X → ℂ} (h : Biorthonormal φ φ) :
    oneDensity (slaterState φ) * oneDensity (slaterState φ) = oneDensity (slaterState φ) ∧
      (oneDensity (slaterState φ)).trace = (N : ℂ) + 1 := by
  obtain ⟨hA, hγ⟩ := orbitalMatrix_relations h
  rw [hγ]
  constructor
  · rw [Matrix.mul_assoc, ← Matrix.mul_assoc (orbitalMatrix φ)ᴴ, hA, Matrix.one_mul]
  · rw [Matrix.trace_mul_comm, hA]
    simp
```

## Two explicit examples

Orthonormality requires \(X\) to have at least \(N+1\) points. An example with \(N=1\) on three points is

\[
\varphi_0=\left(\tfrac35,\tfrac{4i}5,0\right),\qquad
\varphi_1=\left(\tfrac{4i}5,\tfrac35,0\right).
\]

Each has squared norm \(\tfrac{9}{25}+\tfrac{16}{25}=1\), and

\[
\langle\varphi_0,\varphi_1\rangle=\tfrac{12i}{25}-\tfrac{12i}{25}=0 .
\]

The minus sign comes from the complex conjugate in the overlap; without it the two terms would add. Lean checks the four pairs of indices one at a time.

```lean
/-- Two orthonormal orbitals with complex values on three points. -/
theorem orthonormal_witness :
    Biorthonormal (X := Fin 3) ![![3 / 5, 4 / 5 * Complex.I, 0], ![4 / 5 * Complex.I, 3 / 5, 0]]
      ![![3 / 5, 4 / 5 * Complex.I, 0], ![4 / 5 * Complex.I, 3 / 5, 0]] := by
  intro i j
  fin_cases i <;> fin_cases j <;>
    norm_num [-map_div₀, overlap, Fin.sum_univ_succ, Complex.ext_iff]
```

For the transition formula with two different families, take two points and

\[
\chi_0=(1,-1),\quad \chi_1=(0,1),\qquad \varphi_0=(1,0),\quad \varphi_1=(1,1).
\]

Then \(\langle\chi_0,\varphi_0\rangle=\langle\chi_1,\varphi_1\rangle=1\), while \(\langle\chi_0,\varphi_1\rangle=1-1=0\) and \(\langle\chi_1,\varphi_0\rangle=0\). Neither family is orthogonal by itself, because \(\langle\varphi_0,\varphi_1\rangle=1\) and \(\langle\chi_0,\chi_1\rangle=-1\). The theorem records the four mixed overlaps, which are all that `transition_density` requires.

```lean
/-- Two different families of two orbitals on two points that are biorthonormal. -/
theorem biorthonormal_witness :
    Biorthonormal (X := Fin 2) ![![1, -1], ![0, 1]] ![![1, 0], ![1, 1]] := by
  intro i j
  fin_cases i <;> fin_cases j <;> simp [overlap, Fin.sum_univ_succ]

end

end SlaterDensityMatrix
```

```lean
#print axioms SlaterDensityMatrix.oneDensity_slaterState
#print axioms SlaterDensityMatrix.oneDensity_idempotent_trace
```

```
'SlaterDensityMatrix.oneDensity_slaterState' depends on axioms: [propext, Classical.choice, Quot.sound]
'SlaterDensityMatrix.oneDensity_idempotent_trace' depends on axioms: [propext, Classical.choice, Quot.sound]
```
